# Unitarity of the clock matrix and the cyclic shift on a finite ring

On a ring of `q` sites, with `q` nonzero, the clock matrix multiplies the basis state at site `j` by the phase exp(2πi`j`/`q`), with `j` counted from 0 to `q` − 1, and the cyclic shift moves that state to site `j + 1`. The lemma says that both are unitary as complex `q` × `q` matrices. In each case the proof checks that the matrix times its conjugate transpose is the identity. For the clock matrix this comes down to the phases having modulus one, while for the shift the product is compared with the identity entry by entry, on and off the diagonal.

In Lean, a first try:

```lean
import Mathlib

open Filter
open scoped Real Matrix Topology Matrix.Norms.L2Operator

namespace ClockShiftBott

noncomputable section

/-- The elementary phase `exp (2 π i / q)`. -/
def phase (q : ℕ) : ℂ := Complex.exp (((2 * π / q : ℝ) : ℂ) * Complex.I)

/-- The clock matrix, diagonal with entries `phase q ^ j` on the sites `j` of a ring. -/
def clock (q : ℕ) : Matrix (ZMod q) (ZMod q) ℂ :=
  Matrix.diagonal fun j => phase q ^ j.val

/-- The cyclic shift, which moves the basis state at site `j` to site `j + 1`. -/
def shift (q : ℕ) : Matrix (ZMod q) (ZMod q) ℂ :=
  Matrix.of fun i j => if i = j + 1 then 1 else 0

/-- The clock matrix and the cyclic shift are unitary. -/
theorem clock_shift_unitary (q : ℕ) [NeZero q] :
    clock q ∈ Matrix.unitaryGroup (ZMod q) ℂ ∧
      shift q ∈ Matrix.unitaryGroup (ZMod q) ℂ := by
  constructor
  · have hp : ‖phase q‖ = 1 := Complex.norm_exp_ofReal_mul_I _
    rw [Matrix.mem_unitaryGroup_iff, Matrix.star_eq_conjTranspose, clock,
      Matrix.diagonal_conjTranspose, Matrix.diagonal_mul_diagonal, ← Matrix.diagonal_one]
    congr 1
    funext j
    rw [Pi.star_apply, Complex.star_def, Complex.mul_conj, Complex.normSq_eq_norm_sq,
      norm_pow, hp]
    simp
  · -- each row of the shift has its single entry at the preceding site
    have entry : ∀ i j : ZMod q, shift q i j = if j = i - 1 then 1 else 0 := by
      intro i j
      have h : i = j + 1 ↔ j = i - 1 :=
        ⟨fun h => by rw [h]; ring, fun h => by rw [h]; ring⟩
      show (if i = j + 1 then (1 : ℂ) else 0) = _
      exact if_congr h rfl rfl
    rw [Matrix.mem_unitaryGroup_iff, Matrix.star_eq_conjTranspose]
    refine Matrix.ext fun i k => ?_
    rw [Matrix.mul_apply]
    simp only [Matrix.conjTranspose_apply, entry]
    by_cases h : i = k <;> simp [Matrix.one_apply, h]

end

end ClockShiftBott
```

The error:

```
Main.lean:34:2: error: unsolved goals
case neg
q : ℕ
inst✝ : NeZero q
entry : ∀ (i j : ZMod q), shift q i j = if j = i - 1 then 1 else 0
i k : ZMod q
h : ¬i = k
⊢ ¬k = i
```

After these edits no error is left:

```diff
@@ -43,5 +43,8 @@
     rw [Matrix.mul_apply]
     simp only [Matrix.conjTranspose_apply, entry]
-    by_cases h : i = k <;> simp [Matrix.one_apply, h]
+    by_cases h : i = k
+    · simp [Matrix.one_apply, h]
+    · have h' : ¬k = i := fun e => h e.symm
+      simp [h, h']
 
 end
```

The error is in the shift half, in the off-diagonal case `neg`. There the entry of the product at `i`, `k` has to be zero, and `simp` reduces this to `¬k = i`. The hypothesis `h` says `¬i = k`, which is the same fact with the sides exchanged. `simp` uses `h` to rewrite `i = k` to `False`, but that rule does not match `k = i`, so the goal is left open.

The repair separates the two cases and, in the off-diagonal one, proves the reversed inequality `h'` from `h` by symmetry. With `h'` among its rules, `simp` can close the goal that was left. The diagonal case keeps its original `simp` call. Leaving `Matrix.one_apply` out of the off-diagonal call is mere tidying, since `simp` already knows that the identity matrix is zero off the diagonal and `h` tells it that this entry is off the diagonal.
